# Damped, preconditioned iteration of linear amplitude equations converges if the preconditioned spectrum is real and in $[a,b]$ with $a > 0$, and the damping factor lies strictly between $0$ and $2/b$

## One amplitude

Take a single amplitude $t$ that must satisfy $At = y$, with numbers $A$ and $y$. Divide the residual $At - y$ by a nonzero denominator $D$, damp the correction by a real factor $w$, and update

$$t \mapsto t - w\,\frac{At-y}{D}.$$

If $s$ is the solution, then $At - y = A(t-s)$, and the error obeys

$$t - s \;\mapsto\; (1 - wx)(t-s), \qquad x = \frac{A}{D}.$$

For real $x > 0$ the error shrinks exactly when $-1 < 1 - wx < 1$, that is, when $0 < w < 2/x$. With many amplitudes, the eigenvalues of $D^{-1}A$ take the place of $x$. If they are all real and positive, the largest of them limits $w$.

## Two amplitudes and a one-sided coupling

With more than one amplitude, the eigenvalues alone need not control each single step. Let

$$D = \begin{pmatrix}1&0\\0&2\end{pmatrix},\quad A = \begin{pmatrix}1&c\\0&4\end{pmatrix},\quad D^{-1}A = \begin{pmatrix}1&c\\0&2\end{pmatrix}.$$

The eigenvalues of $D^{-1}A$ are $1$ and $2$ for every complex $c$. One update turns the error $(0,1)$ into $(-wc,\,1-2w)$, whose first component is as large as one likes if $c$ is large. After $k$ updates the error is

$$\bigl(-c\,[(1-w)^k-(1-2w)^k],\;(1-2w)^k\bigr),$$

which tends to zero for $0 < w < 1$. The error may therefore grow at first and still die out. At $w = 1 = 2/b$, with $b = 2$, the second component only changes sign at each step, so in this example the limit on $w$ is sharp.

## Where such equations arise

Coupled-cluster equations become linear in the amplitudes when products of amplitudes are dropped, or when the equations are linearised about a solution. The vector $t$ then collects the amplitudes, $y$ is the source term, and $D$ is typically a diagonal matrix of orbital-energy differences. The result gives a range of safe damping factors for this linear, finite-dimensional problem with a fixed preconditioner; it does not treat the full nonlinear equations.

The spectrum is only a partial measure of how well $D$ stands in for $A$. If $D = A$, every eigenvalue of $D^{-1}A$ is $1$, but the converse fails: if the entry $4$ of $A$ in the example is replaced by $2$, both eigenvalues are $1$ for every $c$, however far the coupling takes $A$ from $D$. A small lower bound $a$ allows directions in which the preconditioned residual responds only weakly to a change of the amplitudes, and a large upper bound $b$ allows directions in which the correction overshoots. The undamped update $w = 1$ is covered when $b < 2$.

## The statement in words

Let $A$ and $D$ be complex square matrices with $D$ invertible, and let all eigenvalues of $P = D^{-1}A$ be real and in $[a,b]$, with $a > 0$. Let $0 < w < 2/b$. Then:

- every eigenvalue of $M = 1 - wP$ is real and lies strictly between $-1$ and $1$;
- $At = y$ has exactly one solution $s$;
- the updates $t \mapsto t - wD^{-1}(At-y)$ converge to $s$ from every starting vector.

This is `damped_iteration_converges`. Its ingredients translate as follows.

- The finite type `n` labels the amplitudes, and a vector `n → ℂ` holds their values.
- `D : (Matrix n n ℂ)ˣ` is a matrix supplied together with a two-sided inverse, so `↑D⁻¹` is the true inverse. $D$ need not be diagonal.
- `precond D A` is $P$, `errorMatrix D A w` is $M$, and `update D A y w` is one step. The sign convention is that the residual is $At - y$.
- `spectrum ℂ M` is the set of $\mu$ for which $\mu - M$ is not invertible, which for matrices is the set of eigenvalues. `RealSpectrumIn M a b` says that each of them is a real number in $[a,b]$.
- `(update D A y w)^[k] t₀` is the result of $k$ updates, and `Tendsto … atTop (𝓝 s)` is convergence as $k \to \infty$.

Neither $A$ nor $P$ has to be Hermitian or diagonalisable. The real, positive spectrum is assumed and not derived from a Hamiltonian; a non-Hermitian problem may have complex eigenvalues, and then the theorem does not apply. The factor $w$ is the same in every step, arithmetic is exact, and extrapolation from earlier iterates is absent.

A second theorem, `eventual_error_bound`, gives a rate. For every $r > \max(1-wa,\,wb-1)$, the largest absolute value among the components of the error after $k$ updates is at most $r^k$ times its initial value, once $k$ is large enough. It does not say how large.

## Derivation

**The error is multiplied by a fixed matrix.** Let $As = y$. Then

$$t - wD^{-1}(At - y) - s = (t-s) - wD^{-1}A(t-s) = M(t-s).$$

After $k$ updates from $t_0$, the error is $t_k - s = M^k(t_0 - s)$.

**Eigenvalues of $M$.** If $Mv = \nu v$ with $v \neq 0$, then $wPv = (1-\nu)v$, so $x = (1-\nu)/w$ is an eigenvalue of $P$. Hence $\nu = 1 - wx$ with $a \le x \le b$, and

$$1 - wb \le \nu \le 1 - wa, \qquad |\nu| \le q := \max(1-wa,\; wb-1).$$

Since $wa > 0$ and $wb < 2$, all $\nu$ lie in $(-1,1)$ and $q < 1$.

**Powers of $M$.** The bound on the eigenvalues does not bound $\|M\|$, as the two-amplitude example shows. Gelfand's formula bridges the gap:

$$\lim_{k\to\infty}\|M^k\|^{1/k} = \max_\nu|\nu| \le q.$$

For any $r > q$, the left-hand sequence is eventually below $r$, so $\|M^k\| \le r^k$ for all large $k$. Take for $\|\cdot\|$ the matrix norm induced by the largest-component norm of vectors. Then

$$\|t_k - s\| \le \|M^k\|\,\|t_0-s\| \le r^k\,\|t_0 - s\|.$$

Choosing $r$ with $q < r < 1$ gives $t_k \to s$.

**Existence and uniqueness.** Because $a > 0$, zero is not an eigenvalue of $P$, so $P$ is invertible. Then $A = DP$ is invertible too, and $s = A^{-1}y$ is the only solution.

These steps take for granted that there is at least one amplitude. With none, there is only one vector and nothing to show.

## The Lean file

```lean
import Mathlib

open Matrix Filter Topology
open scoped NNReal ENNReal

namespace PreconditionedAmplitudeIteration

noncomputable section

variable {n : Type*} [Fintype n] [DecidableEq n]

/-- The preconditioned matrix `D⁻¹ A` of the linear amplitude equations. -/
def precond (D : (Matrix n n ℂ)ˣ) (A : Matrix n n ℂ) : Matrix n n ℂ :=
  (↑D⁻¹ : Matrix n n ℂ) * A

/-- One damped update `t ↦ t - w D⁻¹ (A t - y)` of the amplitudes. -/
def update (D : (Matrix n n ℂ)ˣ) (A : Matrix n n ℂ) (y : n → ℂ) (w : ℝ)
    (t : n → ℂ) : n → ℂ :=
  t - (w : ℂ) • ((↑D⁻¹ : Matrix n n ℂ) *ᵥ (A *ᵥ t - y))

/-- The error matrix `1 - w D⁻¹ A`. -/
def errorMatrix (D : (Matrix n n ℂ)ˣ) (A : Matrix n n ℂ) (w : ℝ) : Matrix n n ℂ :=
  1 - (w : ℂ) • precond D A

/-- All eigenvalues of `M` are real and lie in the interval `[a, b]`. -/
def RealSpectrumIn (M : Matrix n n ℂ) (a b : ℝ) : Prop :=
  ∀ μ ∈ spectrum ℂ M, ∃ x : ℝ, a ≤ x ∧ x ≤ b ∧ μ = (x : ℂ)

/-- After `k` updates the deviation from a solution `s` is the `k`-th power of the error
matrix applied to the initial deviation. -/
theorem error_iterate (D : (Matrix n n ℂ)ˣ) (A : Matrix n n ℂ) (y s : n → ℂ) (w : ℝ)
    (hs : A *ᵥ s = y) (t : n → ℂ) (k : ℕ) :
    (update D A y w)^[k] t - s = errorMatrix D A w ^ k *ᵥ (t - s) := by
  -- a single update multiplies the error by the error matrix
  have step : ∀ x, update D A y w x - s = errorMatrix D A w *ᵥ (x - s) := by
    intro x
    rw [errorMatrix, precond, Matrix.sub_mulVec, Matrix.one_mulVec, Matrix.smul_mulVec,
      ← Matrix.mulVec_mulVec, Matrix.mulVec_sub A x s, hs, update]
    abel
  induction k with
  | zero => simp
  | succ k ih =>
    rw [Function.iterate_succ_apply', step, ih, Matrix.mulVec_mulVec, ← pow_succ']

/-- Every eigenvalue of the error matrix has the form `1 - w x` with `x` real and in the
interval that holds the eigenvalues of `D⁻¹ A`. -/
theorem errorMatrix_eigenvalue (D : (Matrix n n ℂ)ˣ) (A : Matrix n n ℂ) {a b w : ℝ}
    (hw : w ≠ 0) (hA : RealSpectrumIn (precond D A) a b) {ν : ℂ}
    (hν : ν ∈ spectrum ℂ (errorMatrix D A w)) :
    ∃ x : ℝ, a ≤ x ∧ x ≤ b ∧ ν = ((1 - w * x : ℝ) : ℂ) := by
  have hwc : (w : ℂ) ≠ 0 := by exact_mod_cast hw
  have hμ : -(w : ℂ) * ((1 - ν) / w) = ν - 1 := by
    field_simp
    ring
  have hmem : (1 - ν) / w ∈ spectrum ℂ (precond D A) := by
    rw [spectrum.mem_iff] at hν ⊢
    intro hu
    apply hν
    -- `ν - M` is `(1 - ν) / w - P` times the invertible factor `-w`
    have h := ((IsUnit.mk0 (-(w : ℂ)) (neg_ne_zero.2 hwc)).map
      (algebraMap ℂ (Matrix n n ℂ))).mul hu
    rw [mul_sub, ← map_mul, hμ, map_sub, map_one, ← Algebra.smul_def, neg_smul] at h
    convert h using 1
    rw [errorMatrix]
    abel
  obtain ⟨x, hax, hxb, hx⟩ := hA _ hmem
  refine ⟨x, hax, hxb, ?_⟩
  rw [hx] at hμ
  push_cast
  linear_combination -hμ

/-- In a complex Banach algebra, if the spectrum of `c` lies in the disc of radius `q < r`,
then `‖c ^ k‖ ≤ r ^ k` for all large `k`. -/
theorem eventually_norm_pow_le {E : Type*} [NormedRing E] [NormedAlgebra ℂ E]
    [CompleteSpace E] (c : E) {q r : ℝ} (hq : 0 ≤ q) (hqr : q < r)
    (h : ∀ ν ∈ spectrum ℂ c, ‖ν‖ ≤ q) : ∀ᶠ k : ℕ in atTop, ‖c ^ k‖ ≤ r ^ k := by
  lift r to ℝ≥0 using hq.trans hqr.le
  lift q to ℝ≥0 using hq
  have hrad : spectralRadius ℂ c < (r : ℝ≥0∞) :=
    lt_of_le_of_lt (iSup₂_le fun ν hν => ENNReal.coe_le_coe.2 (h ν hν))
      (ENNReal.coe_lt_coe.2 (NNReal.coe_lt_coe.1 hqr))
  -- Gelfand's formula for the spectral radius
  have hG := spectrum.pow_nnnorm_pow_one_div_tendsto_nhds_spectralRadius c
  filter_upwards [hG.eventually_lt_const hrad, eventually_gt_atTop 0] with k hk hk0
  have hk' : (k : ℝ) ≠ 0 := by exact_mod_cast hk0.ne'
  have h1 := pow_le_pow_left' hk.le k
  rw [← ENNReal.rpow_natCast, ← ENNReal.rpow_mul, one_div, inv_mul_cancel₀ hk',
    ENNReal.rpow_one] at h1
  have h2 : ‖c ^ k‖₊ ≤ r ^ k := by exact_mod_cast h1
  simpa only [coe_nnnorm, NNReal.coe_pow] using NNReal.coe_le_coe.2 h2

/-- Let the eigenvalues of `D⁻¹ A` be real and in `[a, b]`, let `w > 0`, and let `s` solve `A s =
y`. For every `r` above `max (1 - w a) (w b - 1)`, the largest component of the error after `k`
updates is at most `r ^ k` times its initial value, for all large `k`. -/
theorem eventual_error_bound (D : (Matrix n n ℂ)ˣ) (A : Matrix n n ℂ) (y s : n → ℂ)
    {a b w r : ℝ} (hw : 0 < w) (hA : RealSpectrumIn (precond D A) a b)
    (hr : max (1 - w * a) (w * b - 1) < r) (hs : A *ᵥ s = y) (t : n → ℂ) :
    ∀ᶠ k : ℕ in atTop, ‖(update D A y w)^[k] t - s‖ ≤ r ^ k * ‖t - s‖ := by
  rcases isEmpty_or_nonempty n with hn | hn
  · have h0 : ∀ v : n → ℂ, ‖v‖ = 0 := fun v => by
      rw [Subsingleton.elim v 0, norm_zero]
    exact Eventually.of_forall fun k => by rw [h0, h0, mul_zero]
  have hbound : ∀ ν ∈ spectrum ℂ (errorMatrix D A w),
      ‖ν‖ ≤ max (1 - w * a) (w * b - 1) := by
    intro ν hν
    obtain ⟨x, hax, hxb, rfl⟩ := errorMatrix_eigenvalue D A hw.ne' hA hν
    have h1 := mul_le_mul_of_nonneg_left hax hw.le
    have h2 := mul_le_mul_of_nonneg_left hxb hw.le
    have h3 := le_max_left (1 - w * a) (w * b - 1)
    have h4 := le_max_right (1 - w * a) (w * b - 1)
    rw [Complex.norm_real, Real.norm_eq_abs, abs_le]
    constructor <;> linarith
  obtain ⟨ν, hν⟩ := spectrum.nonempty_of_isAlgClosed_of_finiteDimensional ℂ
    (errorMatrix D A w)
  have hq := (norm_nonneg ν).trans (hbound ν hν)
  -- the operator norm that belongs to the largest-component norm of vectors
  let _ : NormedRing (Matrix n n ℂ) := Matrix.linftyOpNormedRing
  let _ : NormedAlgebra ℂ (Matrix n n ℂ) := Matrix.linftyOpNormedAlgebra
  have : CompleteSpace (Matrix n n ℂ) := FiniteDimensional.complete ℂ _
  filter_upwards [eventually_norm_pow_le (errorMatrix D A w) hq hr hbound] with k hk
  rw [error_iterate D A y s w hs]
  exact (Matrix.linfty_opNorm_mulVec _ _).trans
    (mul_le_mul_of_nonneg_right hk (norm_nonneg _))

/-- If the eigenvalues of `D⁻¹ A` are real and in `[a, b]` with `a > 0`, and `0 < w < 2 / b`,
then the spectrum of `1 - w D⁻¹ A` lies in `(-1, 1)`, and the damped updates converge from
every start to the unique solution of `A t = y`. -/
theorem damped_iteration_converges (D : (Matrix n n ℂ)ˣ) (A : Matrix n n ℂ) (y : n → ℂ)
    {a b w : ℝ} (ha : 0 < a) (hA : RealSpectrumIn (precond D A) a b)
    (hw : 0 < w) (hwb : w < 2 / b) :
    (∀ ν ∈ spectrum ℂ (errorMatrix D A w), ∃ x : ℝ, -1 < x ∧ x < 1 ∧ ν = (x : ℂ)) ∧
    ∃ s : n → ℂ, (∀ t, A *ᵥ t = y ↔ t = s) ∧
      ∀ t₀, Tendsto (fun k : ℕ => (update D A y w)^[k] t₀) atTop (𝓝 s) := by
  have hb : 0 < b := by
    by_contra h
    have := div_nonpos_of_nonneg_of_nonpos (zero_le_two (α := ℝ)) (not_lt.1 h)
    linarith
  have hwb2 : w * b < 2 := (lt_div_iff₀ hb).1 hwb
  have hwa : 0 < w * a := mul_pos hw ha
  refine ⟨fun ν hν => ?_, ?_⟩
  · obtain ⟨x, hax, hxb, hx⟩ := errorMatrix_eigenvalue D A hw.ne' hA hν
    have h1 := mul_le_mul_of_nonneg_left hax hw.le
    have h2 := mul_le_mul_of_nonneg_left hxb hw.le
    exact ⟨1 - w * x, by linarith, by linarith, hx⟩
  -- zero is not an eigenvalue of `D⁻¹ A`, so `A` is invertible
  have hP : IsUnit (precond D A) := by
    by_contra hn
    obtain ⟨x, hax, -, hx⟩ := hA 0 ((spectrum.zero_mem_iff ℂ).2 hn)
    have : x = 0 := by exact_mod_cast hx.symm
    linarith
  have hU : IsUnit A := by
    have h := D.isUnit.mul hP
    rwa [precond, Units.mul_inv_cancel_left] at h
  obtain ⟨u, hu⟩ := hU
  have hs : A *ᵥ ((↑u⁻¹ : Matrix n n ℂ) *ᵥ y) = y := by
    rw [← hu, Matrix.mulVec_mulVec, Units.mul_inv, Matrix.one_mulVec]
  refine ⟨(↑u⁻¹ : Matrix n n ℂ) *ᵥ y, fun t => ⟨fun h => ?_, fun h => by rw [h, hs]⟩,
    fun t₀ => ?_⟩
  · rw [← h, ← hu, Matrix.mulVec_mulVec, Units.inv_mul, Matrix.one_mulVec]
  -- choose a rate between the spectral bound and one
  have hq : max (max (1 - w * a) (w * b - 1)) 0 < 1 :=
    max_lt (max_lt (by linarith) (by linarith)) one_pos
  obtain ⟨r, hr, hr1⟩ := exists_between hq
  have hr0 : 0 ≤ r := (le_max_right _ _).trans hr.le
  refine tendsto_iff_norm_sub_tendsto_zero.2 (squeeze_zero'
    (Eventually.of_forall fun k => norm_nonneg _)
    (eventual_error_bound D A y _ hw hA ((le_max_left _ _).trans_lt hr) hs t₀) ?_)
  simpa using (tendsto_pow_atTop_nhds_zero_of_lt_one hr0 hr1).mul_const
    ‖t₀ - (↑u⁻¹ : Matrix n n ℂ) *ᵥ y‖

/-- The diagonal preconditioner with entries `1` and `2` for two amplitudes. -/
def twoLevelD : (Matrix (Fin 2) (Fin 2) ℂ)ˣ where
  val := !![1, 0; 0, 2]
  inv := !![1, 0; 0, 1 / 2]
  val_inv := by
    ext i j
    fin_cases i <;> fin_cases j <;> simp [Matrix.mul_apply, Fin.sum_univ_succ]
  inv_val := by
    ext i j
    fin_cases i <;> fin_cases j <;> simp [Matrix.mul_apply, Fin.sum_univ_succ]

/-- For every complex coupling `c`, the matrix with rows `(1, c)` and `(0, 4)`, preconditioned by
`twoLevelD`, has all its eigenvalues real and in `[1, 2]`. -/
theorem realSpectrumIn_witness (c : ℂ) :
    RealSpectrumIn (precond twoLevelD !![1, c; 0, 4]) 1 2 := by
  have hP : precond twoLevelD !![1, c; 0, 4] = !![1, c; 0, 2] := by
    change !![1, 0; 0, 1 / 2] * !![1, c; 0, 4] = !![1, c; 0, 2]
    ext i j
    fin_cases i <;> fin_cases j <;>
      norm_num [Matrix.mul_apply, Fin.sum_univ_succ]
  intro μ hμ
  rw [hP, spectrum.mem_iff, Matrix.isUnit_iff_isUnit_det, isUnit_iff_ne_zero, not_not,
    Matrix.det_fin_two] at hμ
  have h : (μ - 1) * (μ - 2) = 0 := by
    simpa [Matrix.algebraMap_matrix_apply] using hμ
  rcases mul_eq_zero.1 h with h | h
  · exact ⟨1, le_refl _, by norm_num, by push_cast; linear_combination h⟩
  · exact ⟨2, by norm_num, le_refl _, by push_cast; linear_combination h⟩

end

end PreconditionedAmplitudeIteration
```

```lean
#print axioms PreconditionedAmplitudeIteration.damped_iteration_converges
```

```
'PreconditionedAmplitudeIteration.damped_iteration_converges' depends on axioms: [propext, Classical.choice, Quot.sound]
```

## How the proof follows the derivation

`error_iterate` proves $t_k - s = M^k(t_0-s)$. The inner claim `step` is the one-update identity: it expands the matrix products, replaces $As$ by $y$ and lets `abel` collect the terms. Induction on `k` then adds one factor of $M$ at a time.

`errorMatrix_eigenvalue` finds the eigenvalues of $M$ without eigenvectors. It uses the identity

$$-w\left(\frac{1-\nu}{w} - P\right) = \nu - M.$$

If the bracket were invertible, the right-hand side would be too, since $w \neq 0$. So when $\nu$ is in the spectrum of $M$, the number $(1-\nu)/w$ is in the spectrum of $P$, and the hypothesis supplies the real number $x$.

`eventually_norm_pow_le` is the step from eigenvalues to powers, stated for an element $c$ of any complex Banach algebra; this $c$ is not the coupling of the example. It first bounds the spectral radius by $q$, and hence strictly by $r$. Mathlib's version of Gelfand's formula then gives $\|c^k\|^{1/k} < r$ for large $k$, and raising both sides to the $k$-th power finishes the argument.

`eventual_error_bound` puts these together. The case of no amplitudes is settled first. Otherwise $M$ has at least one eigenvalue, and $0 \le |\nu| \le q$ shows that $q$ is nonnegative, as the previous lemma requires. The two `let` lines select the matrix norm that belongs to the largest-component norm, and `Matrix.linfty_opNorm_mulVec` is the inequality $\|M^k e\| \le \|M^k\|\,\|e\|$.

`damped_iteration_converges` begins by extracting $b > 0$ from $0 < w < 2/b$, which gives $wb < 2$. The interval for the eigenvalues of $M$ follows by `linarith`. The facts `hP` and `hU` are the invertibility of $P$ and of $A$, and the solution is written as the inverse of $A$ applied to $y$. Finally, `exists_between` picks a rate $r$ below one and above both $q$ and zero, and `squeeze_zero'` traps the error norm between zero and $r^k\|t_0 - s\|$.

The two-amplitude example is `twoLevelD` together with `realSpectrumIn_witness`. The latter computes $D^{-1}A$ and reads its eigenvalues off the determinant condition $(\mu-1)(\mu-2) = 0$. This confirms the spectral hypothesis with $a = 1$ and $b = 2$ for every coupling $c$, including those for which the matrix is far from Hermitian.
